# Real and imaginary TDHF frequencies when $A-B$ is positive definite

An SCF calculation with real orbitals has converged, but the stationary point may be a saddle of the energy. A small disturbance of the orbitals then need not oscillate: in linear response, with time dependence $e^{-i\omega t}$, it can grow exponentially. The frequencies $\omega$ come from the time-dependent Hartree–Fock (TDHF) problem

$$
\begin{pmatrix} A & B\\ -B & -A\end{pmatrix}\begin{pmatrix} X\\ Y\end{pmatrix}=\omega\begin{pmatrix} X\\ Y\end{pmatrix},
$$

where $A$ and $B$ are real symmetric matrices over occupied–virtual pairs, and $X$ and $Y$ are the excitation and de-excitation amplitudes. The question is what the energy's second derivatives say about $\omega$.

A complex number $\omega$ is an eigenvalue of the TDHF matrix if and only if $\omega^2$ is an eigenvalue of $(A-B)(A+B)$. If $A-B$ is positive definite, every $\omega$ is real or purely imaginary, and a nonreal one exists if and only if $A+B$ is not positive semidefinite.

For real orbitals, $A+B$ governs the second-order energy change under real orbital rotations and $A-B$ the change under imaginary ones. The hypothesis on $A-B$ therefore says that the SCF solution is a strict minimum, to second order, against imaginary rotations. Since only $\omega^2$ enters the criterion, $-\omega$ accompanies $\omega$, and a nonreal frequency always brings a growing response.

## Half-size solvers and negative $\omega^2$

A response code for real orbitals in a finite basis can use the first equivalence to replace the TDHF matrix by one of half its dimension. When $A-B$ is positive definite, it can also factor $A-B=CC^{\mathsf T}$, for instance by Cholesky, and diagonalize the symmetric matrix $C^{\mathsf T}(A+B)C$. The eigenvalues are the values of $\omega^2$. A negative one signals an instability towards real orbital rotations, and should be reported as such before any square root is taken.

If the factorization fails because $A-B$ is indefinite, real $\omega^2$ can no longer be assumed. As a purely algebraic example, not the response matrices of an actual SCF state, take

$$
A=\begin{pmatrix}1&2\\2&-1\end{pmatrix},\qquad B=\begin{pmatrix}-1&2\\2&1\end{pmatrix}.
$$

Then $A-B=\mathrm{diag}(2,-2)$, and

$$
(A-B)(A+B)=\begin{pmatrix}0&8\\-8&0\end{pmatrix}
$$

has the eigenvector $(1,i)$ with eigenvalue $8i=(2+2i)^2$. So $2+2i$ is an eigenvalue of the TDHF matrix built from this pair, neither real nor purely imaginary.

## From amplitudes to normal modes

Put $P=X+Y$ and $Q=X-Y$. Adding and subtracting the two block rows gives

$$
(A-B)Q=\omega P,\qquad (A+B)P=\omega Q .
$$

The change of variables is invertible, so $(P,Q)\neq 0$ exactly when $(X,Y)\neq 0$.

Suppose these equations hold. If $P\neq0$, then $(A-B)(A+B)P=\omega(A-B)Q=\omega^2P$. If $P=0$, then $Q\neq0$ and $\omega Q=0$, so $\omega=0$ and $(A-B)Q=0$. Hence $\det(A-B)=0$, the product is singular, and $0=\omega^2$ is one of its eigenvalues.

Conversely, let $(A-B)(A+B)P=\omega^2P$ with $P\neq0$. For $\omega\neq0$, take $Q=\omega^{-1}(A+B)P$. For $\omega=0$, use the pair $(P,0)$ if $(A+B)P=0$, and the pair $(0,(A+B)P)$ otherwise. This proves the first equivalence.

Now write $K=A-B$, positive definite, and $L=A+B$, symmetric. Diagonalize $K=U\,\mathrm{diag}(d)\,U^{\mathsf T}$ with $U$ orthogonal and set $C=U\,\mathrm{diag}(\sqrt{d})$, so that $CC^{\mathsf T}=K$. Diagonalize the symmetric matrix $C^{\mathsf T}LC=V\,\mathrm{diag}(e)\,V^{\mathsf T}$ with $V$ orthogonal and set $T=CV$. Then

$$
TT^{\mathsf T}=K,\qquad T^{\mathsf T}LT=\mathrm{diag}(e),\qquad KLT=T\,\mathrm{diag}(e).
$$

Since $(\det T)^2=\det K>0$, $T$ is invertible. Therefore $\det(KL-\mu 1)=\prod_i(e_i-\mu)$, and the eigenvalues of $KL$ are exactly the real numbers $e_i$.

Write $\omega=a+ib$ with $a,b$ real. From $\omega^2=e_i$ follow $2ab=0$ and $a^2-b^2=e_i$, so $\omega$ lies on one of the two axes. If it is nonreal, then $a=0$ and $e_i=-b^2<0$. Conversely, each $e_i<0$ gives the frequency $i\sqrt{-e_i}$.

Finally, with $x=Ty$, we have $x^{\mathsf T}Lx=\sum_i e_i y_i^2$. Thus $L$ is positive semidefinite exactly when no $e_i$ is negative, which gives the stability criterion.

## Lean source for the frequency criterion

```lean
import Mathlib

open Matrix

namespace TDHFStability

variable {n : Type*} [Fintype n] [DecidableEq n]

/-- The TDHF matrix `[[A, B], [-B, -A]]`. -/
def tdhf (A B : Matrix n n ℂ) : Matrix (n ⊕ n) (n ⊕ n) ℂ :=
  fromBlocks A B (-B) (-A)

/-- `ω` is an eigenvalue of `M`: some nonzero vector `v` satisfies `M v = ω v`. -/
def IsEigenvalue {m : Type*} [Fintype m] (M : Matrix m m ℂ) (ω : ℂ) : Prop :=
  ∃ v : m → ℂ, v ≠ 0 ∧ M *ᵥ v = ω • v

/-- A real matrix read as a complex matrix, entry by entry. -/
def complexify : Matrix n n ℝ →+* Matrix n n ℂ := Complex.ofRealHom.mapMatrix

omit [DecidableEq n] in
/-- `ω` is an eigenvalue of the TDHF matrix if and only if `(A - B) Q = ω P` and `(A + B) P = ω Q`
for some vectors `P` and `Q` that are not both zero. -/
theorem tdhf_iff_sum_difference (A B : Matrix n n ℂ) (ω : ℂ) :
    IsEigenvalue (tdhf A B) ω ↔ ∃ P Q : n → ℂ, (P ≠ 0 ∨ Q ≠ 0) ∧
      (A - B) *ᵥ Q = ω • P ∧ (A + B) *ᵥ P = ω • Q := by
  constructor
  · rintro ⟨v, hv, h⟩
    obtain ⟨X, Y, rfl⟩ : ∃ X Y : n → ℂ, v = Sum.elim X Y :=
      ⟨v ∘ Sum.inl, v ∘ Sum.inr, (Sum.elim_comp_inl_inr v).symm⟩
    rw [tdhf, fromBlocks_mulVec] at h
    have h1 : A *ᵥ X + B *ᵥ Y = ω • X := funext fun i => congrFun h (Sum.inl i)
    have h2 : (-B) *ᵥ X + (-A) *ᵥ Y = ω • Y := funext fun i => congrFun h (Sum.inr i)
    rw [neg_mulVec, neg_mulVec] at h2
    refine ⟨X + Y, X - Y, ?_, ?_, ?_⟩
    · by_contra hc
      rw [not_or, not_not, not_not] at hc
      have hX : X = 0 := by linear_combination (norm := module) (1 / 2 : ℂ) • (hc.1 + hc.2)
      have hY : Y = 0 := by linear_combination (norm := module) (1 / 2 : ℂ) • (hc.1 - hc.2)
      exact hv (by ext (i | i) <;> simp [hX, hY])
    · rw [sub_mulVec, mulVec_sub, mulVec_sub]
      linear_combination (norm := module) h1 + h2
    · rw [add_mulVec, mulVec_add, mulVec_add]
      linear_combination (norm := module) h1 - h2
  · rintro ⟨P, Q, hne, h1, h2⟩
    rw [sub_mulVec] at h1
    rw [add_mulVec] at h2
    refine ⟨Sum.elim (P + Q) (P - Q), fun h => ?_, ?_⟩
    · have a : P + Q = 0 := funext fun i => congrFun h (Sum.inl i)
      have b : P - Q = 0 := funext fun i => congrFun h (Sum.inr i)
      rcases hne with hP | hQ
      · exact hP (by linear_combination (norm := module) (1 / 2 : ℂ) • (a + b))
      · exact hQ (by linear_combination (norm := module) (1 / 2 : ℂ) • (a - b))
    · have e1 : A *ᵥ (P + Q) + B *ᵥ (P - Q) = ω • (P + Q) := by
        rw [mulVec_add, mulVec_sub]
        linear_combination (norm := module) h1 + h2
      have e2 : (-B) *ᵥ (P + Q) + (-A) *ᵥ (P - Q) = ω • (P - Q) := by
        rw [neg_mulVec, neg_mulVec, mulVec_add, mulVec_sub]
        linear_combination (norm := module) h1 - h2
      rw [tdhf, fromBlocks_mulVec]
      funext s
      rcases s with i | i
      · exact congrFun e1 i
      · exact congrFun e2 i

/-- `ω` is an eigenvalue of the TDHF matrix if and only if `ω²` is an eigenvalue of
`(A - B)(A + B)`. -/
theorem tdhf_eigenvalue_iff (A B : Matrix n n ℂ) (ω : ℂ) :
    IsEigenvalue (tdhf A B) ω ↔ IsEigenvalue ((A - B) * (A + B)) (ω ^ 2) := by
  rw [tdhf_iff_sum_difference]
  constructor
  · rintro ⟨P, Q, hne, h1, h2⟩
    by_cases hP : P = 0
    · -- here `ω = 0` and `A - B` is singular, hence so is the product
      have hQ : Q ≠ 0 := hne.resolve_left (not_not.mpr hP)
      rw [hP, mulVec_zero] at h2
      have hω : ω = 0 := (smul_eq_zero.mp h2.symm).resolve_right hQ
      rw [hP, smul_zero] at h1
      have hdet : (A - B).det = 0 := exists_mulVec_eq_zero_iff.mp ⟨Q, hQ, h1⟩
      have hprod : ((A - B) * (A + B)).det = 0 := by rw [det_mul, hdet, zero_mul]
      obtain ⟨v, hv, h⟩ := exists_mulVec_eq_zero_iff.mpr hprod
      exact ⟨v, hv, by rw [h, hω]; simp⟩
    · exact ⟨P, hP, by rw [← mulVec_mulVec, h2, mulVec_smul, h1, smul_smul, sq]⟩
  · rintro ⟨P, hP, h⟩
    by_cases hω : ω = 0
    · have h0 : (A - B) *ᵥ ((A + B) *ᵥ P) = 0 := by
        rw [mulVec_mulVec, h, hω]; simp
      by_cases hQ : (A + B) *ᵥ P = 0
      · exact ⟨P, 0, Or.inl hP, by simp [hω], by simp [hQ]⟩
      · exact ⟨0, (A + B) *ᵥ P, Or.inr hQ, by simp [h0], by simp [hω]⟩
    · refine ⟨P, ω⁻¹ • ((A + B) *ᵥ P), Or.inl hP, ?_, ?_⟩
      · rw [mulVec_smul, mulVec_mulVec, h, smul_smul]
        congr 1
        field_simp
      · rw [smul_smul, mul_inv_cancel₀ hω, one_smul]

/-- A real symmetric matrix is brought to diagonal form by an orthogonal matrix. -/
theorem orthogonal_diagonalization {S : Matrix n n ℝ} (hS : S.IsSymm) :
    ∃ (U : Matrix n n ℝ) (d : n → ℝ), U * Uᵀ = 1 ∧ Uᵀ * S * U = diagonal d := by
  have hH : S.IsHermitian := (conjTranspose_eq_transpose_of_trivial S).trans hS
  have hU := mem_unitaryGroup_iff.mp hH.eigenvectorUnitary.2
  rw [star_eq_conjTranspose, conjTranspose_eq_transpose_of_trivial] at hU
  have hSU : S * (hH.eigenvectorUnitary : Matrix n n ℝ)
      = (hH.eigenvectorUnitary : Matrix n n ℝ) * diagonal hH.eigenvalues := by
    ext i j
    have h := congrFun (hH.mulVec_eigenvectorBasis j) i
    rw [mul_diagonal]
    simpa [Matrix.mul_apply, mulVec, dotProduct, IsHermitian.eigenvectorUnitary_apply,
      mul_comm] using h
  refine ⟨_, hH.eigenvalues, hU, ?_⟩
  rw [mul_assoc, hSU, ← mul_assoc, mul_eq_one_comm.mp hU, one_mul]

/-- If `Tᵀ M T` is diagonal with `T` invertible, then `M` is positive semidefinite if and only
if no diagonal entry is negative. -/
theorem posSemidef_iff_modes {T M : Matrix n n ℝ} {e : n → ℝ} (hT : T.det ≠ 0)
    (he : Tᵀ * M * T = diagonal e) : M.PosSemidef ↔ ∀ i, 0 ≤ e i := by
  have hd : (diagonal e).PosSemidef ↔ ∀ i, 0 ≤ e i := posSemidef_diagonal_iff
  rw [← hd, ← he]
  constructor <;> intro h
  · have p := h.conjTranspose_mul_mul_same T
    rwa [conjTranspose_eq_transpose_of_trivial] at p
  · have p := h.conjTranspose_mul_mul_same T⁻¹
    have hi := mul_nonsing_inv T (isUnit_iff_ne_zero.mpr hT)
    have hM : (T⁻¹)ᵀ * (Tᵀ * M * T) * T⁻¹ = M := by
      calc _ = ((T⁻¹)ᵀ * Tᵀ) * M * (T * T⁻¹) := by simp only [mul_assoc]
        _ = M := by rw [← transpose_mul, hi, transpose_one, one_mul, mul_one]
    rwa [conjTranspose_eq_transpose_of_trivial, hM] at p

/-- For `K` positive definite and `L` symmetric there is an invertible `T` with `T Tᵀ = K`
for which `Tᵀ L T` is diagonal. -/
theorem normal_modes {K L : Matrix n n ℝ} (hK : K.PosDef) (hL : L.IsSymm) :
    ∃ (T : Matrix n n ℝ) (e : n → ℝ),
      T.det ≠ 0 ∧ T * Tᵀ = K ∧ Tᵀ * L * T = diagonal e := by
  have hKs : K.IsSymm := (conjTranspose_eq_transpose_of_trivial K).symm.trans hK.isHermitian
  obtain ⟨U, d, hU, hd⟩ := orthogonal_diagonalization hKs
  have hd0 := (posSemidef_iff_modes (isUnit_det_of_right_inverse hU).ne_zero hd).mp
    hK.posSemidef
  -- a square-root factor `C` of `K`
  obtain ⟨C, hC⟩ : ∃ C : Matrix n n ℝ, C * Cᵀ = K := by
    refine ⟨U * diagonal (fun i => √(d i)), ?_⟩
    have hs : diagonal (fun i => √(d i)) * diagonal (fun i => √(d i)) = diagonal d := by
      rw [diagonal_mul_diagonal]
      exact congrArg diagonal (funext fun i => Real.mul_self_sqrt (hd0 i))
    calc _ = U * (diagonal (fun i => √(d i)) * diagonal (fun i => √(d i))) * Uᵀ := by
          rw [transpose_mul, diagonal_transpose]; simp only [mul_assoc]
      _ = (U * Uᵀ) * K * (U * Uᵀ) := by rw [hs, ← hd]; simp only [mul_assoc]
      _ = K := by rw [hU, one_mul, mul_one]
  have hS : (Cᵀ * L * C).IsSymm := by
    rw [IsSymm, transpose_mul, transpose_mul, transpose_transpose, hL.eq, mul_assoc]
  obtain ⟨V, e, hV, he⟩ := orthogonal_diagonalization hS
  have hTK : C * V * (C * V)ᵀ = K := by
    calc _ = C * (V * Vᵀ) * Cᵀ := by rw [transpose_mul]; simp only [mul_assoc]
      _ = K := by rw [hV, mul_one, hC]
  refine ⟨C * V, e, fun h => ?_, hTK, by rw [← he, transpose_mul]; simp only [mul_assoc]⟩
  have hp := hK.det_pos
  rw [← hTK, det_mul, h, zero_mul] at hp
  exact lt_irrefl _ hp

/-- If `T` is invertible and `Tᵀ L T` is diagonal, the complex eigenvalues of `T Tᵀ L` are
exactly the diagonal entries. -/
theorem product_eigenvalue_iff {T L : Matrix n n ℝ} {e : n → ℝ} (hT : T.det ≠ 0)
    (he : Tᵀ * L * T = diagonal e) (μ : ℂ) :
    IsEigenvalue (complexify (T * Tᵀ * L)) μ ↔ ∃ i, μ = e i := by
  have hD : complexify (diagonal e) = diagonal (fun i => (e i : ℂ)) := by
    ext i j
    by_cases h : i = j
    · subst h; simp [complexify]
    · simp [complexify, h]
  have hM : complexify (T * Tᵀ * L) * complexify T
      = complexify T * diagonal (fun i => (e i : ℂ)) := by
    rw [← hD, ← map_mul, ← map_mul, ← he]; simp only [mul_assoc]
  have hR : complexify T * complexify T⁻¹ = 1 := by
    rw [← map_mul, mul_nonsing_inv T (isUnit_iff_ne_zero.mpr hT), map_one]
  have hc : diagonal (fun _ => μ) * complexify T = complexify T * diagonal (fun _ => μ) := by
    ext i j
    rw [diagonal_mul, mul_diagonal, mul_comm]
  -- the characteristic determinant factorizes over the modes
  have h : (complexify (T * Tᵀ * L) - diagonal (fun _ => μ)).det * (complexify T).det
      = (complexify T).det * ∏ i, ((e i : ℂ) - μ) := by
    rw [← det_mul, sub_mul, hM, hc, ← mul_sub, det_mul, diagonal_sub, det_diagonal]
  have h' := mul_right_cancel₀ (isUnit_det_of_right_inverse hR).ne_zero
    (h.trans (mul_comm _ _))
  have hv : ∀ v : n → ℂ, diagonal (fun _ => μ) *ᵥ v = μ • v :=
    fun v => funext fun i => mulVec_diagonal _ _ i
  have hE : IsEigenvalue (complexify (T * Tᵀ * L)) μ ↔
      (complexify (T * Tᵀ * L) - diagonal (fun _ => μ)).det = 0 := by
    rw [← exists_mulVec_eq_zero_iff]
    simp only [IsEigenvalue, sub_mulVec, hv, sub_eq_zero]
  rw [hE, h', Finset.prod_eq_zero_iff]
  exact ⟨fun ⟨i, _, hi⟩ => ⟨i, (sub_eq_zero.mp hi).symm⟩,
    fun ⟨i, hi⟩ => ⟨i, Finset.mem_univ i, sub_eq_zero.mpr hi.symm⟩⟩

/-- For real symmetric `A`, `B` with `A - B` positive definite, every TDHF eigenvalue is real or
purely imaginary, and a nonreal one exists if and only if `A + B` is not positive semidefinite. -/
theorem tdhf_instability {A B : Matrix n n ℝ} (hA : A.IsSymm) (hB : B.IsSymm)
    (hK : (A - B).PosDef) :
    (∀ ω, IsEigenvalue (tdhf (complexify A) (complexify B)) ω → ω.im = 0 ∨ ω.re = 0) ∧
    ((∃ ω, IsEigenvalue (tdhf (complexify A) (complexify B)) ω ∧ ω.im ≠ 0) ↔
      ¬ (A + B).PosSemidef) := by
  obtain ⟨T, e, hT, hTK, he⟩ := normal_modes hK (hA.add hB)
  -- the squared frequencies are the real numbers `e i`
  have key : ∀ ω, IsEigenvalue (tdhf (complexify A) (complexify B)) ω ↔
      ∃ i, ω ^ 2 = (e i : ℂ) := by
    intro ω
    rw [tdhf_eigenvalue_iff, ← map_sub, ← map_add, ← map_mul, ← hTK]
    exact product_eigenvalue_iff hT he _
  have axis : ∀ (ω : ℂ) (r : ℝ), ω ^ 2 = (r : ℂ) → ω.im = 0 ∨ ω.re = 0 := by
    intro ω r h
    have h2 := congrArg Complex.im h
    rw [sq, Complex.mul_im, Complex.ofReal_im] at h2
    exact mul_eq_zero.mp (by linarith)
  refine ⟨fun ω h => ((key ω).mp h).elim fun i hi => axis ω _ hi, ?_⟩
  rw [posSemidef_iff_modes hT he]
  constructor
  · rintro ⟨ω, h, him⟩ hpos
    obtain ⟨i, hi⟩ := (key ω).mp h
    have h2 := congrArg Complex.re hi
    rw [sq, Complex.mul_re, Complex.ofReal_re, (axis ω _ hi).resolve_left him] at h2
    linarith [hpos i, mul_self_pos.mpr him]
  · intro h
    obtain ⟨i, hi⟩ := not_forall.mp h
    have hneg : 0 < -e i := by linarith [not_le.mp hi]
    -- a negative mode gives the frequency `i √(-e)`
    refine ⟨⟨0, √(-e i)⟩, (key _).mpr ⟨i, ?_⟩, (Real.sqrt_pos.mpr hneg).ne'⟩
    have hs := Real.mul_self_sqrt hneg.le
    apply Complex.ext
    · rw [sq, Complex.mul_re, Complex.ofReal_re]
      linarith
    · rw [sq, Complex.mul_im, Complex.ofReal_im]
      ring

/-- The real symmetric pair `A = [[1, 2], [2, -1]]`, `B = [[-1, 2], [2, 1]]` has the TDHF
eigenvalue `2 + 2i`. -/
theorem complex_frequency_of_indefinite :
    IsEigenvalue (tdhf (complexify !![1, 2; 2, -1]) (complexify !![-1, 2; 2, 1]))
      (2 + 2 * Complex.I) := by
  rw [tdhf_eigenvalue_iff]
  have hprod : (complexify !![1, 2; 2, -1] - complexify !![-1, 2; 2, 1]) *
      (complexify !![1, 2; 2, -1] + complexify !![-1, 2; 2, 1]) = !![0, 8; -8, 0] := by
    ext i j
    fin_cases i <;> fin_cases j <;>
      norm_num [complexify, Matrix.mul_apply, Fin.sum_univ_two]
  have hsq : (2 + 2 * Complex.I) ^ 2 = 8 * Complex.I := by
    linear_combination 4 * Complex.I_sq
  rw [hprod, hsq]
  refine ⟨![1, Complex.I], fun h => ?_, ?_⟩
  · simpa using congrFun h 0
  · ext i
    fin_cases i <;> simp [mulVec, dotProduct, Fin.sum_univ_two, mul_assoc]

end TDHFStability
```

```lean
#print axioms TDHFStability.tdhf_instability
-- 'TDHFStability.tdhf_instability' depends on axioms: [propext, Classical.choice, Quot.sound]
#print axioms TDHFStability.complex_frequency_of_indefinite
-- 'TDHFStability.complex_frequency_of_indefinite' depends on axioms: [propext, Classical.choice, Quot.sound]
```

## Matrices covered by the theorems, and how the lemmas combine

The index type `n` stands for the occupied–virtual pairs and may be any finite type. `tdhf` builds the block matrix on `n ⊕ n`, and `IsEigenvalue` asks for a nonzero complex eigenvector, without recording multiplicity. `complexify` reads a real matrix as a complex one, entry by entry.

`tdhf_eigenvalue_iff` holds for all square complex `A` and `B`, with no symmetry or invertibility assumed. `tdhf_instability` takes real matrices, with `IsSymm` for their symmetry and `PosDef` for the condition on `A - B`. Its conclusion joins the statement about the axes to the equivalence with `¬ (A + B).PosSemidef`. `complex_frequency_of_indefinite` is the $2\times2$ example above.

The proof follows the derivation:

- `tdhf_iff_sum_difference` changes to $P$ and $Q$; its `linear_combination` steps add and subtract the block rows. On the way back it uses the amplitudes $P+Q$ and $P-Q$, twice the original $X$ and $Y$, which is harmless for an eigenvector.
- `tdhf_eigenvalue_iff` eliminates $Q$, with `by_cases` separating the singular cases.
- `orthogonal_diagonalization` supplies $U$ and $V$, and `normal_modes` assembles $T$.
- `posSemidef_iff_modes` transfers semidefiniteness by congruence with $T$ and $T^{-1}$.
- `product_eigenvalue_iff` factorizes the characteristic determinant.
- In `tdhf_instability`, `key` identifies the squared frequencies with the $e_i$, and `axis` reads off $2ab=0$ from the imaginary part.

The matrices are given: nothing derives them from integrals or from a converged SCF state, and rounding errors and iterative eigensolvers do not enter. Complex orbitals, for which the lower blocks carry complex conjugates, are not treated. The verdict also concerns only the rotations that $A$ and $B$ describe, so a stable singlet block does not rule out a triplet instability.

A real spectrum is weaker than bounded motion. If $A-B$ is positive definite and $A+B$ is positive semidefinite but singular, every frequency is real, yet the zero mode can drift linearly in time. A code that needs bounded linear response should therefore look for zero eigenvalues of $A+B$ as well as negative ones.
